# A finitely supported real filter that is both interpolating and orthonormal has two taps and is not second-order accurate

## Can a longer filter improve on Haar?

Let $h=(h_n)_{n\in\mathbb Z}$ be a real filter with finitely many nonzero entries. I call it interpolating if $h_{2k}=\delta_{k,0}/\sqrt2$, and orthonormal if $\sum_n h_n h_{n+2k}=\delta_{k,0}$ for every integer $k$. Second-order accuracy means that $\sum_n(-1)^n n^p h_n=0$ for $p=0$ and $p=1$.

For a wavelet basis I would like all three: expansion coefficients that are grid values, a unit overlap matrix, and better than first-order accuracy. The Haar filter $h_0=h_1=1/\sqrt2$ has the first two. If I allow enough taps, can I get the third as well?

## The outermost odd taps rule it out

No. The factor $1/\sqrt2$ belongs to the refinement convention $\varphi(x)=\sqrt2\sum_n h_n\varphi(2x-n)$, in which $\varphi(k)=\delta_{k,0}$ gives $h_{2k}=\delta_{k,0}/\sqrt2$.

The even entries contribute only $h_0^2=1/2$ to the unit norm, so some odd entry is nonzero. Let $a\le b$ be the smallest and largest odd sites with nonzero entries. Suppose $a<b$ and write $b-a=2k$, with $k\neq0$. In $\sum_n h_nh_{n+2k}$:

- If $n$ is even, $n$ and $n+2k$ are distinct even sites. At least one is not the origin, so the product vanishes.
- If $n$ is odd and the product is nonzero, then $n\ge a$ and $n+2k\le b=a+2k$, so $n=a$.

The sum is therefore $h_ah_b\neq0$, which contradicts orthonormality. Hence $a=b=m$, and the norm gives $h_m^2=1/2$, so $h_m=s/\sqrt2$ with $s=\pm1$. The first alternating moment is
$$\sum_n(-1)^n n\,h_n=-m\,h_m=-\frac{s\,m}{\sqrt2}\neq0,$$
because $m$ is odd.

Conversely, every such two-tap filter qualifies. Its norm is $1/2+1/2=1$, and a nonzero even shift never makes the taps overlap, since their separation is odd.

Orthonormality is essential here. The hat filter $h_0=1/\sqrt2$, $h_{\pm1}=1/(2\sqrt2)$ is interpolating, and both its alternating moments vanish: $1/\sqrt2-2/(2\sqrt2)=0$ for $p=0$, and the contributions of $\pm1$ cancel for $p=1$. So interpolation alone does not exclude second-order accuracy. This example is a calculation by hand and does not appear in the Lean file.

In the file, `ℤ →₀ ℝ` is the type of finitely supported real filters, and `h.sum` adds over the support. `IsInterpolating` and `IsOrthonormal` are the two conditions above, `autocorr h k` is the correlation at shift $k$, and `altMoment p h` is the alternating moment of order $p$. For $m\neq0$, `twoTap m s` has entries $1/\sqrt2$ at the origin and $s/\sqrt2$ at $m$, and zeros elsewhere.

The theorem `interpolating_orthonormal_iff` states the classification: both conditions hold exactly when `h = twoTap m s` for some odd $m$ and $s=\pm1$. `no_second_order_accuracy` states that there is one nonzero odd entry, of modulus $1/\sqrt2$, and that `altMoment 1 h ≠ 0`. The statements concern filter coefficients; no scaling function is constructed. The two filter conditions are necessary for an interpolating scaling function with orthonormal integer translates, but not sufficient: equal taps at 0 and 3 satisfy both, yet their scaling function is a box of width 3, whose neighbouring translates overlap and are not orthogonal.

```lean
import Mathlib

open Finsupp

namespace InterpolatingOrthonormalFilter

noncomputable section

/-- A filter is interpolating if its even entries vanish except for `1/√2` at the origin. -/
def IsInterpolating (h : ℤ →₀ ℝ) : Prop :=
  ∀ k : ℤ, h (2 * k) = if k = 0 then 1 / √2 else 0

/-- The autocorrelation `∑ₙ hₙ hₙ₊ₖ` of a filter at shift `k`. -/
def autocorr (h : ℤ →₀ ℝ) (k : ℤ) : ℝ := h.sum fun n a => a * h (n + k)

/-- A filter is orthonormal if it has unit norm and is orthogonal to its nonzero even shifts. -/
def IsOrthonormal (h : ℤ →₀ ℝ) : Prop :=
  ∀ k : ℤ, autocorr h (2 * k) = if k = 0 then 1 else 0

/-- The alternating moment `∑ₙ (-1)ⁿ nᵖ hₙ` of order `p`. -/
def altMoment (p : ℕ) (h : ℤ →₀ ℝ) : ℝ :=
  h.sum fun n a => a * ((-1 : ℝ) ^ n * (n : ℝ) ^ p)

/-- The sum of a tap `1/√2` at the origin and a tap `s/√2` at site `m`. -/
def twoTap (m : ℤ) (s : ℝ) : ℤ →₀ ℝ := single 0 (1 / √2) + single m (s * (1 / √2))

private lemma half_sq : (1 / √2) * (1 / √2) = (1 / 2 : ℝ) := by
  rw [div_mul_div_comm, Real.mul_self_sqrt (by norm_num)]
  norm_num

private lemma twoTap_apply (m : ℤ) (s : ℝ) (n : ℤ) :
    twoTap m s n = (if 0 = n then 1 / √2 else 0) + (if m = n then s * (1 / √2) else 0) := by
  rw [twoTap, Finsupp.add_apply, Finsupp.single_apply, Finsupp.single_apply]

private lemma twoTap_odd (m : ℤ) (s : ℝ) {n : ℤ} (hn : Odd n) :
    twoTap m s n = if m = n then s * (1 / √2) else 0 := by
  have h0 : ¬ (0 = n) := by
    obtain ⟨j, hj⟩ := hn
    omega
  rw [twoTap_apply, if_neg h0, zero_add]

private lemma sum_twoTap (m : ℤ) (s : ℝ) (g : ℤ → ℝ) :
    (twoTap m s).sum (fun n a => a * g n) = 1 / √2 * g 0 + s * (1 / √2) * g m := by
  unfold twoTap
  rw [Finsupp.sum_add_index' (h := fun n a => a * g n) (fun _ => zero_mul _)
    (fun _ _ _ => add_mul _ _ _), Finsupp.sum_single_index, Finsupp.sum_single_index] <;> simp

/-- For odd `m` and any real `s`, the filter with taps `1/√2` at the origin and `s/√2` at `m` is
interpolating. -/
theorem twoTap_interpolating {m : ℤ} (hm : Odd m) (s : ℝ) : IsInterpolating (twoTap m s) := by
  obtain ⟨j, rfl⟩ := hm
  intro k
  have h1 : ¬ (2 * j + 1 = 2 * k) := by omega
  rw [twoTap_apply, if_neg h1, add_zero]
  by_cases hk : k = 0
  · simp [hk]
  · have h2 : ¬ (0 = 2 * k) := by omega
    rw [if_neg h2, if_neg hk]

/-- For odd `m`, the two-tap filter has squared norm `(1 + s²)/2` and is orthogonal to its
nonzero even shifts. -/
theorem autocorr_twoTap {m : ℤ} (hm : Odd m) (s : ℝ) (k : ℤ) :
    autocorr (twoTap m s) (2 * k) = if k = 0 then (1 + s ^ 2) / 2 else 0 := by
  obtain ⟨j, rfl⟩ := hm
  refine (sum_twoTap (2 * j + 1) s (fun n => twoTap (2 * j + 1) s (n + 2 * k))).trans ?_
  have a : ¬ (2 * j + 1 = 0 + 2 * k) := by omega
  have b : ¬ (0 = 2 * j + 1 + 2 * k) := by omega
  simp only [twoTap_apply, if_neg a, if_neg b]
  by_cases hk : k = 0
  · have c : 0 = 0 + 2 * k := by omega
    have d : 2 * j + 1 = 2 * j + 1 + 2 * k := by omega
    rw [if_pos c, if_pos d, if_pos hk]
    linear_combination (1 + s ^ 2) * half_sq
  · have c : ¬ (0 = 0 + 2 * k) := by omega
    have d : ¬ (2 * j + 1 = 2 * j + 1 + 2 * k) := by omega
    rw [if_neg c, if_neg d, if_neg hk]
    ring

/-- For odd `m`, the alternating moment of order `p` of the two-tap filter is
`(0ᵖ - s mᵖ)/√2`, with `0⁰ = 1`. -/
theorem altMoment_twoTap {m : ℤ} (hm : Odd m) (s : ℝ) (p : ℕ) :
    altMoment p (twoTap m s) = 1 / √2 * ((0 : ℝ) ^ p - s * (m : ℝ) ^ p) := by
  refine (sum_twoTap m s (fun n => (-1 : ℝ) ^ n * (n : ℝ) ^ p)).trans ?_
  simp only [hm.neg_one_zpow, zpow_zero, Int.cast_zero]
  ring

private lemma even_zero {h : ℤ →₀ ℝ} (hi : IsInterpolating h) (n : ℤ) (he : Even n)
    (hn : n ≠ 0) : h n = 0 := by
  obtain ⟨j, rfl⟩ := he
  have hj : j ≠ 0 := by omega
  have := hi j
  rw [if_neg hj] at this
  rw [← two_mul]
  exact this

private lemma autocorr_eq {h : ℤ →₀ ℝ} {a k : ℤ} (H : ∀ n, n ≠ a → h n * h (n + k) = 0) :
    autocorr h k = h a * h (a + k) := by
  unfold autocorr Finsupp.sum
  exact Finset.sum_eq_single a (fun n _ hn => H n hn)
    (fun hc => by simp [Finsupp.notMem_support_iff.mp hc])

/-- An interpolating orthonormal filter has exactly one nonzero entry at an odd site. -/
theorem existsUnique_odd_tap {h : ℤ →₀ ℝ} (hi : IsInterpolating h) (ho : IsOrthonormal h) :
    ∃! m : ℤ, Odd m ∧ h m ≠ 0 := by
  have h0 : h 0 = 1 / √2 := by simpa using hi 0
  obtain ⟨S, hS⟩ : ∃ S : Finset ℤ, ∀ n, n ∈ S ↔ h n ≠ 0 ∧ Odd n :=
    ⟨h.support.filter (fun n => Odd n), by simp⟩
  -- the even entries carry only half of the norm
  have hne : S.Nonempty := by
    by_contra hE
    have e : autocorr h (2 * 0) = h 0 * h (0 + 2 * 0) := autocorr_eq fun n hn => by
      have : h n = 0 := (Int.even_or_odd n).elim (fun he => even_zero hi n he hn)
        (fun hn' => by_contra fun hc => hE ⟨n, (hS n).mpr ⟨hc, hn'⟩⟩)
      rw [this, zero_mul]
    have o := ho 0
    rw [e, mul_zero, add_zero, h0, half_sq, if_pos rfl] at o
    norm_num at o
  obtain ⟨a, haS, hmin⟩ : ∃ a ∈ S, ∀ n ∈ S, a ≤ n :=
    ⟨S.min' hne, S.min'_mem hne, fun n hn => S.min'_le n hn⟩
  obtain ⟨b, hbS, hmax⟩ : ∃ b ∈ S, ∀ n ∈ S, n ≤ b :=
    ⟨S.max' hne, S.max'_mem hne, fun n hn => S.le_max' n hn⟩
  obtain ⟨ha, i, hia⟩ := (hS a).mp haS
  obtain ⟨hb, j, hjb⟩ := (hS b).mp hbS
  -- at shift b - a only the product of the outermost odd entries survives
  have hab : a = b := by
    by_contra hne'
    obtain ⟨k, hk⟩ : ∃ k, b = a + 2 * k := ⟨j - i, by omega⟩
    have hk0 : k ≠ 0 := by omega
    have e : autocorr h (2 * k) = h a * h (a + 2 * k) := autocorr_eq fun n hna => by
      rcases Int.even_or_odd n with he | hno
      · by_cases hn0 : n = 0
        · rw [even_zero hi (n + 2 * k) (he.add (even_two_mul k)) (by omega), mul_zero]
        · rw [even_zero hi n he hn0, zero_mul]
      · by_contra hc
        obtain ⟨c1, c2⟩ := mul_ne_zero_iff.mp hc
        have h1 := hmin n ((hS n).mpr ⟨c1, hno⟩)
        have h2 := hmax _ ((hS _).mpr ⟨c2, hno.add_even (even_two_mul k)⟩)
        omega
    have o := ho k
    rw [e, if_neg hk0, ← hk] at o
    exact mul_ne_zero ha hb o
  refine ⟨a, ⟨⟨i, hia⟩, ha⟩, fun n hn => ?_⟩
  have h1 := hmin n ((hS n).mpr ⟨hn.2, hn.1⟩)
  have h2 := hmax n ((hS n).mpr ⟨hn.2, hn.1⟩)
  omega

/-- A filter is interpolating and orthonormal exactly when it consists of a tap `1/√2` at the
origin and a tap `±1/√2` at one odd site. -/
theorem interpolating_orthonormal_iff (h : ℤ →₀ ℝ) :
    IsInterpolating h ∧ IsOrthonormal h ↔
      ∃ (m : ℤ) (s : ℝ), Odd m ∧ (s = 1 ∨ s = -1) ∧ h = twoTap m s := by
  constructor
  · rintro ⟨hi, ho⟩
    obtain ⟨m, ⟨hm, -⟩, huniq⟩ := existsUnique_odd_tap hi ho
    have hr : √2 * (1 / √2) = 1 := mul_one_div_cancel (by positivity)
    have heq : h = twoTap m (√2 * h m) := by
      ext n
      rcases Int.even_or_odd n with ⟨j, rfl⟩ | hn
      · rw [← two_mul, hi j, twoTap_interpolating hm _ j]
      · rw [twoTap_odd _ _ hn]
        by_cases hmn : m = n
        · subst hmn
          rw [if_pos rfl]
          linear_combination (-(h m)) * hr
        · rw [if_neg hmn]
          exact by_contra fun hc => hmn (huniq n ⟨hn, hc⟩).symm
    -- unit norm fixes the modulus of the odd tap
    have o := ho 0
    rw [heq, autocorr_twoTap hm, if_pos rfl, if_pos rfl] at o
    refine ⟨m, √2 * h m, hm, ?_, heq⟩
    have hf : (√2 * h m - 1) * (√2 * h m + 1) = 0 := by linear_combination 2 * o
    rcases mul_eq_zero.mp hf with h1 | h1
    · left; linarith
    · right; linarith
  · rintro ⟨m, s, hm, hs, rfl⟩
    refine ⟨twoTap_interpolating hm s, fun k => ?_⟩
    rw [autocorr_twoTap hm]
    rcases hs with rfl | rfl <;> norm_num

/-- An interpolating orthonormal filter has a single nonzero odd entry, of modulus `1/√2`, and
its first alternating moment `∑ₙ (-1)ⁿ n hₙ` is nonzero. -/
theorem no_second_order_accuracy {h : ℤ →₀ ℝ} (hi : IsInterpolating h)
    (ho : IsOrthonormal h) :
    (∃ m : ℤ, Odd m ∧ |h m| = 1 / √2 ∧ ∀ n, Odd n → n ≠ m → h n = 0) ∧
      altMoment 1 h ≠ 0 := by
  obtain ⟨m, s, hm, hs, rfl⟩ := (interpolating_orthonormal_iff h).mp ⟨hi, ho⟩
  have r : 0 < 1 / √2 := by positivity
  refine ⟨⟨m, hm, ?_, fun n hn hnm => ?_⟩, ?_⟩
  · rw [twoTap_odd _ _ hm, if_pos rfl, abs_mul, abs_of_pos r]
    rcases hs with rfl | rfl <;> simp
  · rw [twoTap_odd _ _ hn, if_neg (Ne.symm hnm)]
  · have hm0 : m ≠ 0 := by
      obtain ⟨j, hj⟩ := hm
      omega
    have hs0 : s ≠ 0 := by rcases hs with rfl | rfl <;> norm_num
    rw [altMoment_twoTap hm, pow_one, pow_one, zero_sub]
    exact mul_ne_zero r.ne' (neg_ne_zero.mpr (mul_ne_zero hs0 (Int.cast_ne_zero.mpr hm0)))

end

end InterpolatingOrthonormalFilter
```

```lean
#print axioms InterpolatingOrthonormalFilter.no_second_order_accuracy
```

```
'InterpolatingOrthonormalFilter.no_second_order_accuracy' depends on axioms: [propext, Classical.choice, Quot.sound]
```

The lemma `even_zero` removes even entries away from the origin, and `autocorr_eq` reduces a correlation to one product when all the others vanish. In `existsUnique_odd_tap`, `S` is the set of odd sites with nonzero entries. The first use of `autocorr_eq` shows that `S` is nonempty. The second, at shift $b-a$, leaves $h_ah_b$; `omega` settles the inequalities that force $n=a$.

For the classification, the proof sets $s=\sqrt2\,h_m$ and compares $h$ with `twoTap m s` entry by entry. `autocorr_twoTap` gives the squared norm $(1+s^2)/2$; setting it to 1 yields $(s-1)(s+1)=0$. The same lemma supplies the converse, together with `twoTap_interpolating`. The final theorem substitutes the two-tap form and reads the moment from `altMoment_twoTap`. At $p=0$ that formula gives $(1-s)/\sqrt2$, so first-order accuracy selects $s=1$: Haar, with its second tap moved to any odd site.

For real-space electronic structure, this means that a one-dimensional, real, finitely supported two-scale filter must give up interpolation or orthonormality to reach second order.
